# The curvature of a twice continuously differentiable energy varies little along short displacements

The declaration `curvature_near` concerns a twice continuously differentiable energy `E` of finitely many Cartesian coordinates, and any configuration `p`, stationary or not. For every ε > 0 it gives a radius r > 0 such that, for each displacement w shorter than r, the Hessian's quadratic form in w changes by at most ε‖w‖² between `p` and any point of the segment from `p` to `p + w`. Since w is not normalised, this means that for nonzero w the curvature along the unit vector w/‖w‖ changes by at most ε. The attempt takes r from the continuity of the second derivative, then bounds the change in the quadratic form by the operator norm of the difference of the two second derivatives, times ‖w‖².

As first written in Lean, the proof fails:

```lean
import Mathlib

open Set Metric
open scoped InnerProductSpace

namespace IndexOneSaddlePass

noncomputable section

/-- Configuration space with `n` Cartesian coordinates. -/
abbrev Conf (n : ℕ) := EuclideanSpace ℝ (Fin n)

variable {n : ℕ} {E : Conf n → ℝ} {p : Conf n}
  {b : OrthonormalBasis (Fin n) ℝ (Conf n)} {μ : Fin n → ℝ} {k : Fin n}

/-- The Hessian of the energy `E` at `x`, as a bilinear form in two displacements. -/
def hess (E : Conf n → ℝ) (x u w : Conf n) : ℝ := fderiv ℝ (fderiv ℝ E) x u w

/-- Along short segments from `p`, the curvature differs from its value at `p` by at most
`ε ‖w‖ ^ 2`. -/
theorem curvature_near (hE : ContDiff ℝ 2 E) (p : Conf n) {ε : ℝ} (hε : 0 < ε) :
    ∃ r > 0, ∀ w : Conf n, ‖w‖ < r → ∀ t ∈ Icc (0 : ℝ) 1,
      |hess E (p + t • w) w w - hess E p w w| ≤ ε * ‖w‖ ^ 2 := by
  have hE1 : ContDiff ℝ 1 (fderiv ℝ E) := hE.fderiv_right one_add_one_eq_two.le
  have hc : Continuous (fderiv ℝ (fderiv ℝ E)) := hE1.continuous_fderiv (by norm_num)
  obtain ⟨r, hr, hclose⟩ : ∃ r > 0, ∀ x, dist x p < r →
      dist (fderiv ℝ (fderiv ℝ E) x) (fderiv ℝ (fderiv ℝ E) p) < ε :=
    (Metric.continuous_iff (f := fderiv ℝ (fderiv ℝ E))).mp hc p ε hε
  refine ⟨r, hr, fun w hw t ht => ?_⟩
  have hd : dist (p + t • w) p < r := by
    rw [dist_eq_norm, add_sub_cancel_left, norm_smul, Real.norm_eq_abs, abs_of_nonneg ht.1]
    nlinarith [norm_nonneg w, ht.2]
  have h1 := hclose _ hd
  rw [dist_eq_norm] at h1
  have h2 := (fderiv ℝ (fderiv ℝ E) (p + t • w) - fderiv ℝ (fderiv ℝ E) p).le_opNorm₂ w w
  have h3 : |hess E (p + t • w) w w - hess E p w w| ≤
      ‖fderiv ℝ (fderiv ℝ E) (p + t • w) - fderiv ℝ (fderiv ℝ E) p‖ * ‖w‖ * ‖w‖ := h2
  nlinarith [mul_le_mul_of_nonneg_right h1.le (mul_self_nonneg ‖w‖)]

end

end IndexOneSaddlePass
```

Compiling this gives:

```
Main.lean:34:6: error: Tactic `rewrite` failed: Did not find an occurrence of the pattern
  dist ?a ?b
in the target expression
  dist (fderiv ℝ (fderiv ℝ E) (p + t • w)) (fderiv ℝ (fderiv ℝ E) p) < ε

n : ℕ
E : Conf n → ℝ
hE : ContDiff ℝ 2 E
p : Conf n
ε : ℝ
hε : 0 < ε
hE1 : ContDiff ℝ 1 (fderiv ℝ E)
hc : Continuous (fderiv ℝ (fderiv ℝ E))
r : ℝ
hr : r > 0
hclose : ∀ (x : Conf n), dist x p < r → dist (fderiv ℝ (fderiv ℝ E) x) (fderiv ℝ (fderiv ℝ E) p) < ε
w : Conf n
hw : ‖w‖ < r
t : ℝ
ht : t ∈ Icc 0 1
hd : dist (p + t • w) p < r
h1 : dist (fderiv ℝ (fderiv ℝ E) (p + t • w)) (fderiv ℝ (fderiv ℝ E) p) < ε
⊢ |hess E (p + t • w) w w - hess E p w w| ≤ ε * ‖w‖ ^ 2
```

Diagnosis. The message says that `rw [dist_eq_norm] at h1` found no `dist ?a ?b` in `h1`, though `h1` visibly begins with `dist`. The mismatch must therefore lie in what Lean does not print, the implicit arguments of `dist`. Here the distance is between second derivatives, which are continuous linear maps, and `rw` could not match the distance structure in `h1` with the one `dist_eq_norm` derives from a norm. The same rewrite succeeds earlier, for points of `Conf n`.

The repair states `h1` directly as a bound on the norm of the difference and proves it without `rw`. It gives `dist_eq_norm` its two arguments, so the space is known from the start, reverses the equation with `.symm`, and chains it to `hclose _ hd` with `trans_lt`. Lean then has only to check that the two distances agree by definition, and this check, which may unfold more than the matching in `rw` does, succeeds. The messages don't show which definitions stood in the way.

The change, after which it compiles:

```diff
@@ -31,6 +31,7 @@
     rw [dist_eq_norm, add_sub_cancel_left, norm_smul, Real.norm_eq_abs, abs_of_nonneg ht.1]
     nlinarith [norm_nonneg w, ht.2]
-  have h1 := hclose _ hd
-  rw [dist_eq_norm] at h1
+  have h1 : ‖fderiv ℝ (fderiv ℝ E) (p + t • w) - fderiv ℝ (fderiv ℝ E) p‖ < ε :=
+    (dist_eq_norm (fderiv ℝ (fderiv ℝ E) (p + t • w))
+      (fderiv ℝ (fderiv ℝ E) p)).symm.trans_lt (hclose _ hd)
   have h2 := (fderiv ℝ (fderiv ℝ E) (p + t • w) - fderiv ℝ (fderiv ℝ E) p).le_opNorm₂ w w
   have h3 : |hess E (p + t • w) w w - hess E p w w| ≤
```
